# The Shiba map reverses the sign of the particle-hole symmetric Hubbard interaction

Without a map between them, the repulsive and the attractive Hubbard model are two separate problems, and a statement about magnetism in one says nothing about pairing in the other. Exchanging creation and annihilation operators for the down spins alone almost connects them, but the down-spin hopping between different sites then comes out with the wrong sign, while the up-spin hopping keeps its own. The Shiba map repairs this with a sign on each site, provided that the hopping is symmetric and joins only sites of opposite sign.

Take a finite one-band Hubbard model with such hopping and the interaction $U(n_\uparrow-\tfrac12)(n_\downarrow-\tfrac12)$ on each site, where $n_\uparrow$ and $n_\downarrow$ are the occupation numbers of the site. Inserting the mapped operators into the Hamiltonian at strength $U$ gives the Hamiltonian at $-U$. A code that builds these operators as matrices can be tested against this identity.

## Operators, signs and observables

```lean
import Mathlib

open Finset

namespace ShibaMap

noncomputable section
```

Each site $p$ carries two spin states, $\uparrow$ (`up`) and $\downarrow$ (`dn`).

```lean
/-- The two spin directions of an electron. -/
inductive Spin
  | up
  | dn
  deriving DecidableEq
```

The annihilation operators $a_{ps}$ lie in a complex algebra `A` with an adjoint `star`, and the creation operators are $c_{ps}=a_{ps}^\dagger$. With $\{x,y\}=xy+yx$, the canonical anticommutation relations (CAR) are

$$\{a_{ps},a_{qt}\}=0,\qquad \{a_{ps},c_{qt}\}=\delta_{pq}\delta_{st}.$$

They encode the antisymmetry of fermionic states, and they are a hypothesis on the family `a`. No Fock space is fixed.

```lean
variable {P A : Type*} [Ring A] [StarRing A] [Algebra ℂ A]

/-- The canonical anticommutation relations for annihilation operators `a p s` on sites `p` with
spin `s`; the creation operators are their adjoints. -/
structure IsCAR [DecidableEq P] (a : P → Spin → A) : Prop where
  aa : ∀ p q s t, a p s * a q t + a q t * a p s = 0
  ac : ∀ p q s t, a p s * star (a q t) + star (a q t) * a p s = if p = q ∧ s = t then 1 else 0
```

Let $e_p=\pm1$. The new family $\tilde a$ is given by $\tilde a_{p\uparrow}=a_{p\uparrow}$ and $\tilde a_{p\downarrow}=e_p c_{p\downarrow}$. In Lean `e` is complex-valued, and the hypothesis `he` restricts it to signs.

```lean
/-- The Shiba map: up-spin operators are kept, and the down-spin annihilator on site `p` is
replaced by `e p` times the down-spin creator. -/
def shiba (e : P → ℂ) (a : P → Spin → A) : P → Spin → A
  | p, .up => a p .up
  | p, .dn => e p • star (a p .dn)
```

Every quantity below is a function of the family of annihilation operators, so transforming it means evaluating it on $\tilde a$. A tilde marks the result. No unitary operator that implements the map is constructed, and spectra and expectation values are not treated.

The occupation number is $n_{ps}=c_{ps}a_{ps}$.

```lean
/-- The occupation number operator of site `p` and spin `s`. -/
def num (a : P → Spin → A) (p : P) (s : Spin) : A := star (a p s) * a p s
```

The on-site interaction is $(n_{p\uparrow}-\tfrac12)(n_{p\downarrow}-\tfrac12)$.

```lean
/-- The particle-hole symmetric on-site interaction `(n_pu - 1/2) (n_pd - 1/2)`. -/
def interaction (a : P → Spin → A) (p : P) : A :=
  (num a p .up - (1 / 2 : ℂ) • (1 : A)) * (num a p .dn - (1 / 2 : ℂ) • (1 : A))
```

For a finite set of $M$ sites and $\hbar=1$, the spin raising operator is $S^+=\sum_p c_{p\uparrow}a_{p\downarrow}$.

```lean
/-- The total spin raising operator `S+`. -/
def spinRaise [Fintype P] (a : P → Spin → A) : A := ∑ p, star (a p .up) * a p .dn
```

The spin component along $z$ is $S^z=\tfrac12\sum_p(n_{p\uparrow}-n_{p\downarrow})$.

```lean
/-- The `z` component of the total spin, half the difference of up and down electron numbers. -/
def spinZ [Fintype P] (a : P → Spin → A) : A :=
  (1 / 2 : ℂ) • ∑ p, (num a p .up - num a p .dn)
```

The electron number is $N=\sum_p(n_{p\uparrow}+n_{p\downarrow})$.

```lean
/-- The total electron number `N`. -/
def number [Fintype P] (a : P → Spin → A) : A := ∑ p, (num a p .up + num a p .dn)
```

With hopping amplitudes $t_{pq}$ (not to be confused with the spin index $t$ in the CAR), the Hamiltonian is

$$H_{t,U}(a)=\sum_{p,q}t_{pq}\,(c_{p\uparrow}a_{q\uparrow}+c_{p\downarrow}a_{q\downarrow})+U\sum_p(n_{p\uparrow}-\tfrac12)(n_{p\downarrow}-\tfrac12).$$

The sum runs over ordered pairs, and the customary minus sign of the hopping is absorbed into $t_{pq}$.

```lean
/-- The Hubbard Hamiltonian with hopping amplitudes `t p q` and interaction strength `U`, in its
particle-hole symmetric form. -/
def hubbard [Fintype P] (t : P → P → ℂ) (U : ℂ) (a : P → Spin → A) : A :=
  ∑ p, ∑ q, t p q • (star (a p .up) * a q .up + star (a p .dn) * a q .dn)
    + U • ∑ p, interaction a p
```

## (a) The new down-spin creator

Show that the adjoint of $\tilde a_{p\downarrow}$ is

$$\tilde c_{p\downarrow}=e_p a_{p\downarrow}.$$

**Solution.** If $e_p=1$, the adjoint of $c_{p\downarrow}$ is $a_{p\downarrow}$. If $e_p=-1$, the adjoint of $-c_{p\downarrow}$ is $-a_{p\downarrow}$. Lean splits into the same two cases with `rcases`. Since only signs occur, no rule for the adjoint of a general complex multiple is needed.

```lean
/-- For signs `e p = 1` or `-1`, the down-spin creator becomes `e p` times the annihilator. -/
theorem star_shiba_dn {e : P → ℂ} (he : ∀ p, e p = 1 ∨ e p = -1) (a : P → Spin → A) (p : P) :
    star (shiba e a p .dn) = e p • a p .dn := by
  rcases he p with h | h <;> simp [shiba, h]
```

## (b) Applying the map twice

Show that the map is its own inverse:

$$\tilde{\tilde a}_{ps}=a_{ps}.$$

**Solution.** Up-spin operators never change. For down spins, part (a) gives

$$\tilde{\tilde a}_{p\downarrow}=e_p\tilde c_{p\downarrow}=e_p^2a_{p\downarrow}=a_{p\downarrow}.$$

In Lean, `funext` reduces the equality of families to one site and one spin; `rfl` settles spin up, and the two signs settle spin down.

```lean
/-- For signs `e p = 1` or `-1`, applying the Shiba map twice gives back the original operators. -/
theorem shiba_shiba {e : P → ℂ} (he : ∀ p, e p = 1 ∨ e p = -1) (a : P → Spin → A) :
    shiba e (shiba e a) = a := by
  funext p s
  cases s
  · rfl
  · rcases he p with h | h <;> simp [shiba, h]
```

## (c) The new operators are fermions

Show that the CAR survive:

$$\{\tilde a_{ps},\tilde a_{qt}\}=0,\qquad \{\tilde a_{ps},\tilde c_{qt}\}=\delta_{pq}\delta_{st}.$$

**Solution.** The adjoint of $\{a_{ps},a_{qt}\}=0$ gives $\{c_{ps},c_{qt}\}=0$. If both spins are up, nothing changes. The other cases of the first relation are

$$\{\tilde a_{p\uparrow},\tilde a_{q\downarrow}\}=e_q\{a_{p\uparrow},c_{q\downarrow}\}=0,\qquad \{\tilde a_{p\downarrow},\tilde a_{q\downarrow}\}=e_pe_q\{c_{p\downarrow},c_{q\downarrow}\}=0,$$

and the order down, up follows by symmetry of the anticommutator. For the second relation,

$$\{\tilde a_{p\uparrow},\tilde c_{q\downarrow}\}=e_q\{a_{p\uparrow},a_{q\downarrow}\}=0,\qquad \{\tilde a_{p\downarrow},\tilde c_{q\uparrow}\}=e_p\{c_{p\downarrow},c_{q\uparrow}\}=0,$$

$$\{\tilde a_{p\downarrow},\tilde c_{q\downarrow}\}=e_pe_q\{c_{p\downarrow},a_{q\downarrow}\}=e_pe_q\delta_{pq}=\delta_{pq},$$

because $e_p^2=1$. In Lean, `key` pulls the signs out of an anticommutator, `cc` is the relation between creators, and `cases s <;> cases t` produces the spin cases.

```lean
variable [DecidableEq P]

/-- For signs `e p = 1` or `-1`, the Shiba map preserves the canonical anticommutation
relations. -/
theorem shiba_isCAR {e : P → ℂ} (he : ∀ p, e p = 1 ∨ e p = -1) {a : P → Spin → A}
    (ha : IsCAR a) : IsCAR (shiba e a) := by
  -- scalars can be pulled out of an anticommutator
  have key : ∀ (r s : ℂ) (x y : A),
      (r • x) * (s • y) + (s • y) * (r • x) = (r * s) • (x * y + y * x) := by
    intro r s x y
    simp only [smul_mul_assoc, mul_smul_comm, smul_add, smul_smul, mul_comm s r]
  -- creators anticommute, by taking adjoints
  have cc : ∀ p q s t, star (a p s) * star (a q t) + star (a q t) * star (a p s) = 0 := by
    intro p q s t
    rw [← star_mul, ← star_mul, ← star_add, ha.aa, star_zero]
  constructor
  · intro p q s t
    cases s <;> cases t
    · exact ha.aa p q .up .up
    · have h : a p .up * star (a q .dn) + star (a q .dn) * a p .up = 0 := by
        simpa using ha.ac p q .up .dn
      simp only [shiba, mul_smul_comm, smul_mul_assoc, ← smul_add, h, smul_zero]
    · have h : star (a p .dn) * a q .up + a q .up * star (a p .dn) = 0 := by
        rw [add_comm]
        simpa using ha.ac q p .up .dn
      simp only [shiba, mul_smul_comm, smul_mul_assoc, ← smul_add, h, smul_zero]
    · simp only [shiba]
      rw [key, cc, smul_zero]
  · intro p q s t
    cases s <;> cases t
    · exact ha.ac p q .up .up
    · rw [star_shiba_dn he]
      simp only [shiba, mul_smul_comm, smul_mul_assoc, ← smul_add, ha.aa, smul_zero]
      simp
    · simp only [shiba, mul_smul_comm, smul_mul_assoc, ← smul_add, cc, smul_zero]
      simp
    · rw [star_shiba_dn he]
      simp only [shiba]
      rw [key, add_comm (star (a p .dn) * a q .dn), ha.ac q p .dn .dn]
      by_cases h : p = q
      · subst h
        rcases he p with h | h <;> simp [h]
      · simp [h, Ne.symm h]
```

## (d) Electrons become holes

Show that the down-spin occupation transforms as

$$\tilde n_{p\downarrow}=1-n_{p\downarrow}.$$

**Solution.** By part (a) and the CAR,

$$\tilde n_{p\downarrow}=\tilde c_{p\downarrow}\tilde a_{p\downarrow}=e_p^2\,a_{p\downarrow}c_{p\downarrow}=1-c_{p\downarrow}a_{p\downarrow}=1-n_{p\downarrow}.$$

Here `h` is the anticommutator at equal site and spin, and `eq_sub_of_add_eq` solves it for $a_{p\downarrow}c_{p\downarrow}$.

```lean
/-- For signs `e p = 1` or `-1` and operators obeying the anticommutation relations, the Shiba map
turns the down-spin occupation `n` into `1 - n`. -/
theorem num_shiba_dn {e : P → ℂ} (he : ∀ p, e p = 1 ∨ e p = -1) {a : P → Spin → A}
    (ha : IsCAR a) (p : P) : num (shiba e a) p .dn = 1 - num a p .dn := by
  have h : a p .dn * star (a p .dn) + star (a p .dn) * a p .dn = 1 := by
    simpa using ha.ac p p .dn .dn
  rcases he p with h1 | h1 <;> simp [num, shiba, h1, eq_sub_of_add_eq h]
```

## (e) Interaction, spin raising and magnetisation

Show that, on every site $p$ for the first identity,

$$(\tilde n_{p\uparrow}-\tfrac12)(\tilde n_{p\downarrow}-\tfrac12)=-(n_{p\uparrow}-\tfrac12)(n_{p\downarrow}-\tfrac12),$$

$$\tilde S^+=\sum_p e_p\,c_{p\uparrow}c_{p\downarrow},\qquad \tilde S^z=\tfrac12(N-M).$$

**Solution.** The up-spin occupation is unchanged, and part (d) gives $\tilde n_{p\downarrow}-\tfrac12=-(n_{p\downarrow}-\tfrac12)$, so the product changes sign. For the raising operator,

$$\tilde c_{p\uparrow}\tilde a_{p\downarrow}=c_{p\uparrow}\,e_pc_{p\downarrow}=e_p\,c_{p\uparrow}c_{p\downarrow},$$

which is then summed over $p$. A spin flip has become the creation of an on-site pair. Finally,

$$\tilde S^z=\tfrac12\sum_p\bigl(n_{p\uparrow}-(1-n_{p\downarrow})\bigr)=\tfrac12\sum_p(n_{p\uparrow}+n_{p\downarrow}-1)=\tfrac12(N-M).$$

The Lean statement joins the three claims by `∧`, and `(Fintype.card P : A)` is $M$ times the identity. The tactic `module` checks the sign of the shifted occupation, `abel` rearranges the summand of $\tilde S^z$, and `Finset.sum_sub_distrib` separates off the sum of ones.

```lean
/-- For signs `e p = 1` or `-1` and operators obeying the anticommutation relations on `M` sites,
the Shiba map reverses the sign of `(n_pu - 1/2) (n_pd - 1/2)` on each site, sends `S+` to the
signed sum of pair creators `c_pu c_pd`, and sends `Sz` to `(N - M) / 2`. -/
theorem shiba_map [Fintype P] {e : P → ℂ} (he : ∀ p, e p = 1 ∨ e p = -1) {a : P → Spin → A}
    (ha : IsCAR a) :
    (∀ p, interaction (shiba e a) p = -interaction a p) ∧
    spinRaise (shiba e a) = ∑ p, e p • (star (a p .up) * star (a p .dn)) ∧
    spinZ (shiba e a) = (1 / 2 : ℂ) • (number a - (Fintype.card P : A)) := by
  have hup : ∀ p, num (shiba e a) p .up = num a p .up := fun _ => rfl
  refine ⟨fun p => ?_, ?_, ?_⟩
  · -- `n - 1/2` is odd under `n ↦ 1 - n`
    have h : (1 : A) - num a p .dn - (1 / 2 : ℂ) • (1 : A)
        = -(num a p .dn - (1 / 2 : ℂ) • (1 : A)) := by module
    unfold interaction
    rw [hup, num_shiba_dn he ha, h, mul_neg]
  · simp only [spinRaise, shiba, mul_smul_comm]
  · have h : ∀ p, num (shiba e a) p .up - num (shiba e a) p .dn
        = (num a p .up + num a p .dn) - 1 := by
      intro p
      rw [hup, num_shiba_dn he ha]
      abel
    unfold spinZ number
    rw [Finset.sum_congr rfl (fun p _ => h p), Finset.sum_sub_distrib]
    simp
```

## (f) From repulsion to attraction

Let $t_{pq}=t_{qp}$, and let $t_{pq}\neq0$ only if $e_p=-e_q$. Show that

$$H_{t,U}(\tilde a)=H_{t,-U}(a).$$

The second condition describes a bipartite lattice, such as a square lattice with open boundaries and nearest-neighbour hopping, where $e_p$ alternates. It excludes on-site terms $t_{pp}$, hence site energies and a chemical potential. If the Hamiltonian is to be Hermitian, symmetric amplitudes are real; the theorem itself allows complex $t_{pq}$ and $U$. The form of the interaction matters too: $Un_{p\uparrow}n_{p\downarrow}$ alone would become $Un_{p\uparrow}-Un_{p\uparrow}n_{p\downarrow}$, by part (d).

**Solution.** The up-spin hopping is unchanged, and the interaction changes sign by part (e). For the down spins, take $t_{pq}\neq0$. Then $p\neq q$ and $e_pe_q=-1$, so

$$t_{pq}\,\tilde c_{p\downarrow}\tilde a_{q\downarrow}=t_{pq}e_pe_q\,a_{p\downarrow}c_{q\downarrow}=-t_{pq}\,a_{p\downarrow}c_{q\downarrow}=t_{pq}\,c_{q\downarrow}a_{p\downarrow}=t_{qp}\,c_{q\downarrow}a_{p\downarrow}.$$

One minus sign comes from the site signs and the other from reordering. If $t_{pq}=0$, both ends vanish. Each hop has become the reverse hop, and the sum over all ordered pairs is the original one.

In Lean, `hpt` is this chain for one pair, `hdn` exchanges the two sums with `Finset.sum_comm`, and the last `simp only` assembles the Hamiltonian.

```lean
/-- If the hopping is symmetric and connects only sites of opposite sign `e p = 1` or `-1`, the
Shiba map of operators obeying the anticommutation relations turns the Hubbard Hamiltonian with
interaction `U` into the one with `-U` and the same hopping. -/
theorem hubbard_shiba [Fintype P] {e : P → ℂ} (he : ∀ p, e p = 1 ∨ e p = -1)
    {a : P → Spin → A} (ha : IsCAR a) {t : P → P → ℂ} (hsym : ∀ p q, t p q = t q p)
    (hb : ∀ p q, t p q ≠ 0 → e p = -e q) (U : ℂ) :
    hubbard t U (shiba e a) = hubbard t (-U) a := by
  have hup : ∀ p, shiba e a p .up = a p .up := fun _ => rfl
  -- a down-spin hop from `q` to `p` becomes the reverse hop
  have hpt : ∀ p q, t p q • (star (shiba e a p .dn) * shiba e a q .dn)
      = t q p • (star (a q .dn) * a p .dn) := by
    intro p q
    rw [hsym q p]
    by_cases h0 : t p q = 0
    · rw [h0, zero_smul, zero_smul]
    · have hpq := hb p q h0
      have hne : p ≠ q := by
        rintro rfl
        rcases he p with h | h <;> rw [h] at hpq <;> norm_num at hpq
      have h : a p .dn * star (a q .dn) + star (a q .dn) * a p .dn = 0 := by
        simpa [hne] using ha.ac p q .dn .dn
      rw [star_shiba_dn he]
      congr 1
      rcases he q with h1 | h1 <;> simp [shiba, hpq, h1, eq_neg_of_add_eq_zero_left h]
  have hdn : ∑ p, ∑ q, t p q • (star (shiba e a p .dn) * shiba e a q .dn)
      = ∑ p, ∑ q, t p q • (star (a p .dn) * a q .dn) := by
    rw [Finset.sum_comm]
    exact Finset.sum_congr rfl fun q _ => Finset.sum_congr rfl fun p _ => hpt p q
  simp only [hubbard, smul_add, Finset.sum_add_distrib, hup, hdn, (shiba_map he ha).1,
    Finset.sum_neg_distrib, smul_neg, neg_smul]
```

## (g) One site as 4×4 matrices

Take the basis empty, down, up, doubly occupied, and the following matrices.

```lean
/-- The annihilation operators of a single site as matrices in the basis empty, down, up, doubly
occupied. -/
def oneSite : Unit → Spin → Matrix (Fin 4) (Fin 4) ℂ
  | _, .up => !![0, 0, 1, 0; 0, 0, 0, 1; 0, 0, 0, 0; 0, 0, 0, 0]
  | _, .dn => !![0, 1, 0, 0; 0, 0, 0, 0; 0, 0, 0, -1; 0, 0, 0, 0]
```

Show that they satisfy

$$\{a_s,a_t\}=0,\qquad\{a_s,c_t\}=\delta_{st}\mathbf 1.$$

**Solution.** Write the basis as $|0\rangle,|{\downarrow}\rangle,|{\uparrow}\rangle,|d\rangle$. The nonzero actions are

$$a_\uparrow|{\uparrow}\rangle=|0\rangle,\quad a_\uparrow|d\rangle=|{\downarrow}\rangle,\quad a_\downarrow|{\downarrow}\rangle=|0\rangle,\quad a_\downarrow|d\rangle=-|{\uparrow}\rangle.$$

Each operator squares to zero. On $|d\rangle$, $a_\uparrow a_\downarrow$ gives $-|0\rangle$ and $a_\downarrow a_\uparrow$ gives $|0\rangle$; on the other states both vanish.

For equal spins, exactly one of $a_sc_s$ and $c_sa_s$ returns each basis state, and the other gives zero, so their sum is $\mathbf 1$. For opposite spins, $a_\uparrow c_\downarrow$ and $c_\downarrow a_\uparrow$ act only on $|{\uparrow}\rangle$, giving $-|{\downarrow}\rangle$ and $|{\downarrow}\rangle$, which cancel. The adjoint of this relation covers $\{a_\downarrow,c_\uparrow\}$.

Lean compares all matrix entries, with `fin_cases` running through the indices. This shows that the CAR hypothesis can be met for one site; matrices for larger $M$ are not built.

```lean
/-- The single-site matrices obey the canonical anticommutation relations. -/
theorem isCAR_witness : IsCAR oneSite := by
  -- write products and adjoints entrywise, then insert the explicit matrices
  constructor <;> intro p q s t <;> cases s <;> cases t <;> ext i j <;>
    simp only [Matrix.add_apply, Matrix.mul_apply, Matrix.star_eq_conjTranspose,
      Matrix.conjTranspose_apply, Fin.sum_univ_four] <;>
    fin_cases i <;> fin_cases j <;> simp [oneSite]

end

end ShibaMap
```

```lean
#print axioms ShibaMap.shiba_shiba
#print axioms ShibaMap.shiba_isCAR
#print axioms ShibaMap.hubbard_shiba
```

```
'ShibaMap.shiba_shiba' depends on axioms: [propext, Classical.choice, Quot.sound]
'ShibaMap.shiba_isCAR' depends on axioms: [propext, Classical.choice, Quot.sound]
'ShibaMap.hubbard_shiba' depends on axioms: [propext, Classical.choice, Quot.sound]
```
